# First-order strain response of wave-vector lengths and the interstitial fraction for rigid muffin-tin spheres

Let a crystal be deformed by 1 + te, where e is a real n × n matrix and t is a real parameter close enough to 0 that det(1 + te) > 0. A wave vector K becomes K(t) = (1 + te)⁻ᵀ K, where ⁻ᵀ denotes the inverse transpose. The cell volume W > 0 becomes W det(1 + te), while the muffin-tin spheres keep their total volume v. With f(t) the fraction of the cell outside the spheres, at t = 0

d|K(t)|²/dt = −2 K·eK

f(0) = 1 − v/W

df/dt = (v/W) tr e

The spheres are taken to be rigid: their radii do not respond to strain, so v stays fixed while the cell volume changes.

## Where an LAPW stress code uses these derivatives

In an LAPW basis with rigid spheres, f is the diagonal interstitial overlap of a plane wave normalised to the cell, and f|K|²/2 is the interstitial part of its diagonal kinetic element, in Hartree units. Here K = k + G, with k the Bloch vector and G a reciprocal-lattice vector, both held fixed in fractional reciprocal coordinates. The strain derivative of the kinetic element at t = 0 is

d(f|K|²/2)/dt = (v/W) tr e · |K|²/2 − (1 − v/W) K·eK

If e has a single nonzero entry 1 at position αβ, the basic derivatives are −2 K_α K_β and (v/W) δ_αβ. A finite-difference check of the strain routines can be compared with these values.

## From the deformation to the derivatives

Write F = 1 + te. Since det F = 1 at t = 0 and det F is continuous, F is invertible for small t. The definition of K(t) gives FᵀK(t) = K, so the phase is preserved when positions r move with the cell:

K(t)·Fr = FᵀK(t)·r = K·r

Writing out Fᵀ gives K(t) + t eᵀK(t) = K, hence for small t ≠ 0

(K(t) − K)/t = −eᵀK(t)

The inverse of F is its adjugate divided by its determinant, so K(t) is continuous at 0. The right-hand side therefore tends to −eᵀK, which is K′(0). The product rule gives

d|K(t)|²/dt = 2 K·K′(0) = −2 K·eᵀK = −2 K·eK

For the volume, expand det F over permutations. The identity contributes ∏ᵢ(1 + t eᵢᵢ). Every other permutation moves at least two indices and contributes a multiple of t². Thus, for some polynomial p,

det F = 1 + t tr e + t² p(t)

and the derivative at 0 is tr e. With V(t) = W det F, we have V(0) = W, V′(0) = W tr e and f = (V − v)/V. The quotient rule gives

f′(0) = [V′V − (V − v)V′]/V² = vV′/V² = (v/W) tr e

where V and V′ are taken at t = 0. The kinetic derivative follows from the product rule.

The squared length is stationary for every K exactly when eᵀ = −e, that is, for an infinitesimal rotation. If K·eK = 0 for all K, unit vectors give eᵢᵢ = 0, and sums of two unit vectors then give eᵢⱼ + eⱼᵢ = 0. Conversely, antisymmetry makes K·eK equal to its own negative.

**A missing transpose.** Using F⁻¹K in place of F⁻ᵀK gives K′(0) = −eK, but the same first derivative of |K|², because K·eK = K·eᵀK. A test on that derivative does not reveal the error. The phase does: for non-symmetric e, K·r is no longer preserved for all K and r.

**One dimension and vanishing spheres.** For n = 1, K(t) = K/(1 + te) and f(t) = 1 − v/(W(1 + te)), whose derivatives at 0 are visibly −2eK² for the squared length and ve/W for the fraction. For v = 0 the kinetic derivative reduces to −K·eK, the plane-wave result.

## The Lean definitions and proofs

```lean
import Mathlib

open Matrix Filter Topology

namespace LAPWInterstitialStrain

noncomputable section

variable {n : Type*} [Fintype n] [DecidableEq n]

/-- The homogeneous deformation `1 + t e` of the crystal. -/
def deformation (e : Matrix n n ℝ) (t : ℝ) : Matrix n n ℝ := 1 + t • e

/-- The plane-wave vector `K` carried along by the strain: the inverse transpose of the
deformation applied to `K`. -/
def strainedWave (e : Matrix n n ℝ) (K : n → ℝ) (t : ℝ) : n → ℝ :=
  ((deformation e t)⁻¹)ᵀ *ᵥ K

/-- The fraction of a cell of volume `cell` that lies outside spheres of total volume `v`. -/
def interstitialFraction (v cell : ℝ) : ℝ := (cell - v) / cell

/-- The interstitial fraction of a cell of initial volume `W` under strain, with rigid spheres of
total volume `v`. -/
def strainedFraction (e : Matrix n n ℝ) (v W t : ℝ) : ℝ :=
  interstitialFraction v (W * (deformation e t).det)

lemma det_deformation_zero (e : Matrix n n ℝ) : (deformation e 0).det = 1 := by
  simp [deformation]

lemma strainedWave_zero (e : Matrix n n ℝ) (K : n → ℝ) : strainedWave e K 0 = K := by
  simp [strainedWave, deformation]

/-- The transposed deformation takes the strained wave vector back to the original one. -/
theorem transpose_mulVec_strainedWave (e : Matrix n n ℝ) (K : n → ℝ) (t : ℝ)
    (h : (deformation e t).det ≠ 0) :
    (deformation e t)ᵀ *ᵥ strainedWave e K t = K := by
  rw [strainedWave, Matrix.mulVec_mulVec, ← Matrix.transpose_mul,
    Matrix.nonsing_inv_mul _ (isUnit_iff_ne_zero.mpr h), Matrix.transpose_one,
    Matrix.one_mulVec]

/-- The phase `K · r` of a plane wave is unchanged when the position `r` is deformed together
with the wave vector. -/
theorem phase_invariant (e : Matrix n n ℝ) (K r : n → ℝ) (t : ℝ)
    (h : (deformation e t).det ≠ 0) :
    strainedWave e K t ⬝ᵥ (deformation e t *ᵥ r) = K ⬝ᵥ r := by
  rw [Matrix.dotProduct_mulVec, ← Matrix.mulVec_transpose,
    transpose_mulVec_strainedWave e K t h]

/-- The relative cell volume `det (1 + t e)` changes at the rate `tr e` at zero strain. -/
theorem hasDerivAt_det (e : Matrix n n ℝ) :
    HasDerivAt (fun t => (deformation e t).det) e.trace 0 := by
  -- the determinant is `1 + t tr e` up to a polynomial multiple of `t ^ 2`
  obtain ⟨p, hp⟩ : ∃ p : Polynomial ℝ, ∀ t : ℝ,
      (deformation e t).det = 1 + e.trace * t + p.eval t * t ^ 2 :=
    ⟨_, fun t => Matrix.det_one_add_smul t e⟩
  have h := (((hasDerivAt_id (0 : ℝ)).const_mul e.trace).const_add 1).fun_add
    ((p.hasDerivAt 0).fun_mul (hasDerivAt_pow 2 (0 : ℝ)))
  refine (h.congr_deriv (by simp)).congr_of_eventuallyEq
    (Filter.Eventually.of_forall fun t => ?_)
  simp [hp]

lemma continuousAt_strainedWave (e : Matrix n n ℝ) (K : n → ℝ) :
    ContinuousAt (strainedWave e K) 0 := by
  have hA : Continuous (deformation e) := by
    change Continuous (fun t : ℝ => (1 : Matrix n n ℝ) + t • e)
    exact continuous_const.add (continuous_id.smul continuous_const)
  have hd : (deformation e 0).det ≠ 0 := by simp [det_deformation_zero]
  have hinv : ContinuousAt (fun t => (deformation e t)⁻¹) 0 := by
    simp only [Matrix.inv_def, Ring.inverse_eq_inv']
    exact (hA.matrix_det.continuousAt.inv₀ hd).smul hA.matrix_adjugate.continuousAt
  have hm : Continuous (fun M : Matrix n n ℝ => Mᵀ *ᵥ K) :=
    continuous_id.matrix_transpose.matrix_mulVec continuous_const
  exact (hm.tendsto _).comp hinv

/-- At zero strain the wave vector changes at the rate `-eᵀ K`. -/
theorem hasDerivAt_strainedWave (e : Matrix n n ℝ) (K : n → ℝ) :
    HasDerivAt (strainedWave e K) (-(eᵀ *ᵥ K)) 0 := by
  rw [hasDerivAt_iff_tendsto_slope_zero]
  have hc : Tendsto (fun t => -(eᵀ *ᵥ strainedWave e K t)) (𝓝[≠] 0)
      (𝓝 (-(eᵀ *ᵥ K))) := by
    have hm : Continuous (fun x : n → ℝ => -(eᵀ *ᵥ x)) :=
      (continuous_const.matrix_mulVec continuous_id).neg
    have h := (hm.tendsto _).comp (continuousAt_strainedWave e K).tendsto
    rw [strainedWave_zero] at h
    exact h.mono_left nhdsWithin_le_nhds
  refine hc.congr' ?_
  have hdet : ∀ᶠ t in 𝓝[≠] (0 : ℝ), (deformation e t).det ≠ 0 :=
    ((hasDerivAt_det e).continuousAt.eventually_ne
      (by simp [det_deformation_zero])).filter_mono nhdsWithin_le_nhds
  filter_upwards [hdet, self_mem_nhdsWithin] with t ht h0
  have h0' : t ≠ 0 := h0
  -- the difference quotient is exactly `-eᵀ K(t)`
  have hk := transpose_mulVec_strainedWave e K t ht
  have hT : (deformation e t)ᵀ = 1 + t • eᵀ := by simp [deformation]
  rw [hT, Matrix.add_mulVec, Matrix.one_mulVec, Matrix.smul_mulVec] at hk
  have hdiff : strainedWave e K t - K = t • -(eᵀ *ᵥ strainedWave e K t) := by
    linear_combination (norm := module) hk
  rw [zero_add, strainedWave_zero, hdiff, smul_smul, inv_mul_cancel₀ h0', one_smul]

omit [DecidableEq n] in
lemma dot_strain (e : Matrix n n ℝ) (K : n → ℝ) :
    K ⬝ᵥ (e *ᵥ K) = (eᵀ *ᵥ K) ⬝ᵥ K := by
  rw [Matrix.dotProduct_mulVec, Matrix.mulVec_transpose]

/-- At zero strain the squared length of the wave vector changes at the rate `-2 K · e K`. -/
theorem hasDerivAt_normSq (e : Matrix n n ℝ) (K : n → ℝ) :
    HasDerivAt (fun t => strainedWave e K t ⬝ᵥ strainedWave e K t)
      (-2 * (K ⬝ᵥ (e *ᵥ K))) 0 := by
  have hi := hasDerivAt_pi.mp (hasDerivAt_strainedWave e K)
  have h := HasDerivAt.fun_sum (u := Finset.univ) (fun i _ => (hi i).fun_mul (hi i))
  refine h.congr_deriv ?_
  rw [dot_strain, strainedWave_zero]
  simp only [dotProduct, Finset.mul_sum, Pi.neg_apply]
  exact Finset.sum_congr rfl fun i _ => by ring

/-- Strain response of the LAPW interstitial at zero strain: `|K|²` changes at the rate
`-2 K · e K`, and the interstitial fraction, equal to `1 - v / W` in the unstrained cell,
changes at the rate `(v / W) tr e`. -/
theorem interstitial_strain_response (e : Matrix n n ℝ) (K : n → ℝ) (v W : ℝ) (hW : 0 < W) :
    HasDerivAt (fun t => strainedWave e K t ⬝ᵥ strainedWave e K t)
      (-2 * (K ⬝ᵥ (e *ᵥ K))) 0 ∧
    strainedFraction e v W 0 = 1 - v / W ∧
    HasDerivAt (strainedFraction e v W) (v / W * e.trace) 0 := by
  have hW' : W ≠ 0 := hW.ne'
  refine ⟨hasDerivAt_normSq e K, ?_, ?_⟩
  · rw [strainedFraction, interstitialFraction, det_deformation_zero, mul_one, sub_div,
      div_self hW']
  · -- quotient rule, with only the cell volume depending on the strain
    have hd := (hasDerivAt_det e).const_mul W
    have h := (hd.sub_const v).fun_div hd (by simp [det_deformation_zero, hW'])
    refine h.congr_deriv ?_
    rw [det_deformation_zero]
    field_simp
    ring

/-- Strain derivative of the diagonal interstitial kinetic matrix element, the interstitial fraction
times `|K|² / 2`, for rigid spheres, taken at zero strain. -/
theorem hasDerivAt_interstitial_kinetic (e : Matrix n n ℝ) (K : n → ℝ) (v W : ℝ)
    (hW : 0 < W) :
    HasDerivAt
      (fun t => strainedFraction e v W t * ((strainedWave e K t ⬝ᵥ strainedWave e K t) / 2))
      (v / W * e.trace * ((K ⬝ᵥ K) / 2) - (1 - v / W) * (K ⬝ᵥ (e *ᵥ K))) 0 := by
  obtain ⟨hK, h0, hf⟩ := interstitial_strain_response e K v W hW
  refine (hf.fun_mul (hK.div_const 2)).congr_deriv ?_
  rw [h0, strainedWave_zero]
  ring

/-- The squared lengths of all wave vectors are stationary at zero strain exactly when `e` is
antisymmetric. -/
theorem normSq_stationary_iff (e : Matrix n n ℝ) :
    (∀ K : n → ℝ, HasDerivAt (fun t => strainedWave e K t ⬝ᵥ strainedWave e K t) 0 0) ↔
      eᵀ = -e := by
  constructor
  · intro h
    have q : ∀ K : n → ℝ, K ⬝ᵥ (e *ᵥ K) = 0 := fun K => by
      have := (h K).unique (hasDerivAt_normSq e K)
      linarith
    have s : ∀ i j, (Pi.single i 1 : n → ℝ) ⬝ᵥ (e *ᵥ (Pi.single j 1 : n → ℝ)) = e i j := by
      intro i j
      simp
    -- polarisation: test on sums of two unit vectors
    ext i j
    have hi := q (Pi.single i 1)
    have hj := q (Pi.single j 1)
    have hij := q (Pi.single i 1 + Pi.single j 1)
    simp only [Matrix.mulVec_add, add_dotProduct, dotProduct_add, s] at hi hj hij
    simp only [Matrix.transpose_apply, Matrix.neg_apply]
    linarith
  · intro h K
    have hs := dot_strain e K
    rw [h, Matrix.neg_mulVec, neg_dotProduct, dotProduct_comm (e *ᵥ K) K] at hs
    exact (hasDerivAt_normSq e K).congr_deriv (by linarith)

end

end LAPWInterstitialStrain
```

```lean
#print axioms LAPWInterstitialStrain.phase_invariant
#print axioms LAPWInterstitialStrain.interstitial_strain_response
#print axioms LAPWInterstitialStrain.hasDerivAt_interstitial_kinetic
#print axioms LAPWInterstitialStrain.normSq_stationary_iff
```

```
'LAPWInterstitialStrain.phase_invariant' depends on axioms: [propext, Classical.choice, Quot.sound]
'LAPWInterstitialStrain.interstitial_strain_response' depends on axioms: [propext, Classical.choice, Quot.sound]
'LAPWInterstitialStrain.hasDerivAt_interstitial_kinetic' depends on axioms: [propext, Classical.choice, Quot.sound]
'LAPWInterstitialStrain.normSq_stationary_iff' depends on axioms: [propext, Classical.choice, Quot.sound]
```

## What the theorems cover and how they are proved

The main theorem is `interstitial_strain_response`. It says that, for every real matrix `e`, vector `K` and real `v`, and every `W` with `0 < W`, the three equations at the top hold. `HasDerivAt g a 0` means that g is differentiable at 0 with derivative a.

The finite type `n` labels Cartesian components. `deformation` is F, `strainedWave` is K(t), and `strainedFraction` is f(t), defined as (cell volume − v)/(cell volume). The squared length is written with the dot product `⬝ᵥ`, because the default norm on `n → ℝ` is the largest absolute component. The matrix `e` need not be symmetric.

The proof follows the derivation above:

- `transpose_mulVec_strainedWave` proves FᵀK(t) = K when det F ≠ 0, and `phase_invariant` deduces the preserved phase.
- `hasDerivAt_det` takes the second-order expansion from Mathlib and differentiates it.
- `continuousAt_strainedWave` uses the adjugate formula. `hasDerivAt_strainedWave` then identifies the difference quotient with −eᵀK(t) near 0 and passes to the limit.
- `hasDerivAt_normSq` applies the product rule to each component and sums; `dot_strain` moves the transpose across the dot product.
- The main theorem adds the quotient rule, `hasDerivAt_interstitial_kinetic` combines the two responses, and `normSq_stationary_iff` tests unit vectors and their sums.

The geometry enters only through v and W. Nothing requires v to be non-negative or smaller than W, or the spheres to be disjoint, so a code must ensure this itself. The derivatives are taken at zero strain only. Off-diagonal interstitial elements, which depend on sphere positions and radii, are not treated. Nor are the sphere interiors, the matching coefficients, the potential or the change in the self-consistent density, so these formulas supply ingredients of an LAPW stress tensor and not the whole of it.
